# Eigenvalue symmetries of real symplectic matrices S and of JA with A real symmetric

Small displacements from a classical periodic orbit are carried once around it by a real matrix \(S\), and an eigenvalue of \(S\) outside the unit circle signals a growing displacement. Such eigenvalues may be complex although \(S\) is real, so an eigenvalue is taken here to be a complex number \(z\) with a nonzero complex vector \(v\) satisfying \(Sv=zv\).

If \(S\) is symplectic, \(S\) and \(S^{-1}\) have the same characteristic polynomial, and with \(z\) the numbers \(1/z\), \(\bar z\) and \(1/\bar z\) are eigenvalues too. In semiclassical quantum mechanics this constrains the stability matrices that enter periodic-orbit amplitudes, for finitely many degrees of freedom.

## Phase space and the symplectic condition

The letter `n` denotes a finite set labelling the degrees of freedom, not their number. Phase space is indexed by `n ⊕ n`, positions first and momenta second.

In Lean 4 with Mathlib:

```lean
import Mathlib

open Matrix Polynomial ComplexConjugate

namespace SymplecticSpectrum

variable {n : Type*} [Fintype n] [DecidableEq n]
```

Hamilton's equations read \(\dot x=J\nabla H\), with

\[ J=\begin{pmatrix}0&1\\-1&0\end{pmatrix}. \]

Some texts use the opposite sign for \(J\).

```lean
/-- The matrix `J` of Hamilton's equations, with blocks `0, 1; -1, 0` acting on
positions and momenta. -/
def symJ (n : Type*) [DecidableEq n] : Matrix (n ⊕ n) (n ⊕ n) ℝ :=
  fromBlocks 0 1 (-1) 0
```

A linear map preserves the form defined by \(J\) when \(S^{T}JS=J\).

```lean
/-- A real phase-space matrix `S` is symplectic when `Sᵀ J S = J`. -/
def IsSymplectic (S : Matrix (n ⊕ n) (n ⊕ n) ℝ) : Prop :=
  Sᵀ * symJ n * S = symJ n
```

That the linearised flow of a given physical system satisfies this condition is an input, not derived here.

The definition of an eigenvalue applies to any real square matrix; `M.map (algebraMap ℝ ℂ)` is the same matrix with its entries read as complex numbers.

```lean
/-- A complex number `z` is an eigenvalue of the real matrix `M` when `M v = z v` for some
nonzero complex vector `v`. -/
def IsEigenvalue {m : Type*} [Fintype m] (M : Matrix m m ℝ) (z : ℂ) : Prop :=
  ∃ v : m → ℂ, v ≠ 0 ∧ M.map (algebraMap ℝ ℂ) *ᵥ v = z • v
```

Block multiplication gives \(J^2=-1\).

```lean
/-- The matrix `J` squares to minus the identity. -/
theorem symJ_mul_self : symJ n * symJ n = -1 := by
  rw [symJ, fromBlocks_multiply, ← fromBlocks_one, fromBlocks_neg]
  simp
```

For an explicit symplectic matrix, let \(D\) be diagonal with nonzero real entries \(a_i\), and let \(S=\mathrm{diag}(D,D^{-1})\). Then

\[ S^{T}JS=\begin{pmatrix}0&DD^{-1}\\-D^{-1}D&0\end{pmatrix}=J. \]

```lean
/-- Stretching each position by a nonzero factor `a i` and its momentum by `1 / a i`
is a symplectic map. -/
theorem squeeze_witness (a : n → ℝ) (ha : ∀ i, a i ≠ 0) :
    IsSymplectic (fromBlocks (diagonal a) 0 0 (diagonal fun i => (a i)⁻¹)) := by
  have h1 : diagonal a * diagonal (fun i => (a i)⁻¹) = 1 := by
    rw [diagonal_mul_diagonal, ← diagonal_one]
    congr 1
    funext i
    exact mul_inv_cancel₀ (ha i)
  have h2 : diagonal (fun i => (a i)⁻¹) * diagonal a = 1 := mul_eq_one_comm.mp h1
  rw [IsSymplectic, symJ, fromBlocks_transpose, fromBlocks_multiply, fromBlocks_multiply]
  simp only [diagonal_transpose, transpose_zero, Matrix.mul_zero, Matrix.zero_mul,
    Matrix.mul_one, Matrix.mul_neg, Matrix.neg_mul, add_zero, zero_add, neg_zero, h1, h2]
```

## Eigenvalues as roots

Write \(p_M(X)=\det(X-M)\) for the characteristic polynomial. The equation \(Mv=zv\) has a nonzero solution exactly when \(z-M\) has a nonzero kernel, that is, when \(p_M(z)=\det(z-M)=0\).

```lean
/-- The eigenvalues of a real matrix are the complex roots of its characteristic polynomial. -/
theorem isEigenvalue_iff_root {m : Type*} [Fintype m] [DecidableEq m]
    (M : Matrix m m ℝ) (z : ℂ) : IsEigenvalue M z ↔ aeval z M.charpoly = 0 := by
  -- the characteristic polynomial at `z` is the determinant of `z - M`
  have hdet : aeval z M.charpoly
      = (z • (1 : Matrix m m ℂ) - M.map (algebraMap ℝ ℂ)).det := by
    rw [Matrix.charpoly, AlgHom.map_det]
    congr 1
    ext i j
    by_cases h : i = j
    · subst h
      simp
    · simp [h]
  rw [hdet, ← exists_mulVec_eq_zero_iff]
  constructor
  · rintro ⟨v, hv, h⟩
    exact ⟨v, hv, by rw [sub_mulVec, smul_mulVec, one_mulVec, h, sub_self]⟩
  · rintro ⟨v, hv, h⟩
    rw [sub_mulVec, smul_mulVec, one_mulVec] at h
    exact ⟨v, hv, (sub_eq_zero.mp h).symm⟩
```

Here `aeval z M.charpoly` is the value \(p_M(z)\). The step `hdet` moves the evaluation inside the determinant and compares entries; `exists_mulVec_eq_zero_iff` then turns a vanishing determinant into a kernel vector.

## The inverse has the same characteristic polynomial

Multiplying the symplectic condition by \(-J\) from the left gives

\[ (-JS^{T}J)\,S=-J(S^{T}JS)=-J^2=1. \]

```lean
/-- For a symplectic matrix `S`, the product of `-J Sᵀ J` with `S` is the identity. -/
theorem symplectic_left_inverse {S : Matrix (n ⊕ n) (n ⊕ n) ℝ} (h : IsSymplectic S) :
    -(symJ n * Sᵀ * symJ n) * S = 1 := by
  unfold IsSymplectic at h
  calc -(symJ n * Sᵀ * symJ n) * S = -(symJ n * (Sᵀ * symJ n * S)) := by noncomm_ring
    _ = 1 := by rw [h, symJ_mul_self, neg_neg]
```

Since \(S\) is square, this left inverse is the inverse: \(S^{-1}=-JS^{T}J\). Because \(J^{-1}=-J\), it is similar to \(S^{T}\). Using \(p_{PQ}=p_{QP}\) with \(P=-JS^{T}\) and \(Q=J\),

\[ p_{S^{-1}}=p_{PQ}=p_{QP}=p_{-J^2S^{T}}=p_{S^{T}}=p_S. \]

```lean
/-- A symplectic matrix and its inverse have the same characteristic polynomial. -/
theorem charpoly_inv_eq {S : Matrix (n ⊕ n) (n ⊕ n) ℝ} (h : IsSymplectic S) :
    S⁻¹.charpoly = S.charpoly := by
  have e1 : -(symJ n * Sᵀ * symJ n) = -(symJ n * Sᵀ) * symJ n := by noncomm_ring
  have e2 : symJ n * -(symJ n * Sᵀ) = Sᵀ := by
    calc symJ n * -(symJ n * Sᵀ) = -(symJ n * symJ n) * Sᵀ := by noncomm_ring
      _ = Sᵀ := by rw [symJ_mul_self, neg_neg, one_mul]
  -- the inverse is similar to the transpose
  rw [inv_eq_left_inv (symplectic_left_inverse h), e1, charpoly_mul_comm, e2,
    charpoly_transpose]
```

The identities `e1` and `e2` are the factorisation \(PQ\) and the product \(QP=S^{T}\). The exchange is `charpoly_mul_comm`, and `charpoly_transpose` supplies the last equality.

For a small instance, separate from the code, take one degree of freedom and

\[ S=\begin{pmatrix}2&1\\1&1\end{pmatrix},\qquad S^{-1}=\begin{pmatrix}1&-1\\-1&2\end{pmatrix}. \]

Multiplying out confirms \(S^{T}JS=J\). Both matrices have trace 3 and determinant 1, hence characteristic polynomial \(X^2-3X+1\). The roots \((3\pm\sqrt5)/2\), about 2.618 and 0.382, have product 1.

## Four related eigenvalues

Let \(Sv=wv\) with \(v\neq0\). Applying \(S^{-1}\) gives \(v=w\,S^{-1}v\). Hence \(w\neq0\), since otherwise \(v=0\), and \(S^{-1}v=w^{-1}v\). So \(w^{-1}\) is a root of \(p_{S^{-1}}=p_S\), and therefore an eigenvalue of \(S\).

The coefficients of \(p_S\) are real, so \(p_S(\bar z)=\overline{p_S(z)}=0\) for every eigenvalue \(z\). Applying the first argument to \(\bar z\) gives \(1/\bar z\).

```lean
/-- Every eigenvalue `z` of a real symplectic matrix is nonzero, and `1/z`, `conj z` and
`1/conj z` are eigenvalues as well. -/
theorem symplectic_quartet {S : Matrix (n ⊕ n) (n ⊕ n) ℝ} (h : IsSymplectic S)
    {z : ℂ} (hz : IsEigenvalue S z) :
    z ≠ 0 ∧ IsEigenvalue S z⁻¹ ∧ IsEigenvalue S (conj z) ∧ IsEigenvalue S (conj z)⁻¹ := by
  have hS : S⁻¹ * S = 1 := by
    rw [inv_eq_left_inv (symplectic_left_inverse h)]
    exact symplectic_left_inverse h
  have hC : S⁻¹.map (algebraMap ℝ ℂ) * S.map (algebraMap ℝ ℂ) = 1 := by
    rw [← Matrix.map_mul, hS]
    simp
  -- an eigenvector of `S` for `w` is an eigenvector of the inverse for `1/w`
  have key : ∀ w : ℂ, IsEigenvalue S w → w ≠ 0 ∧ IsEigenvalue S w⁻¹ := by
    rintro w ⟨v, hv, hw⟩
    have hback : v = w • (S⁻¹.map (algebraMap ℝ ℂ) *ᵥ v) := by
      calc v = (S⁻¹.map (algebraMap ℝ ℂ) * S.map (algebraMap ℝ ℂ)) *ᵥ v := by
            rw [hC, one_mulVec]
        _ = w • (S⁻¹.map (algebraMap ℝ ℂ) *ᵥ v) := by
            rw [← mulVec_mulVec, hw, mulVec_smul]
    have hw0 : w ≠ 0 := by
      rintro rfl
      exact hv (by simpa using hback)
    have hinv : IsEigenvalue S⁻¹ w⁻¹ := ⟨v, hv, (eq_inv_smul_iff₀ hw0).mpr hback.symm⟩
    rw [isEigenvalue_iff_root, charpoly_inv_eq h, ← isEigenvalue_iff_root] at hinv
    exact ⟨hw0, hinv⟩
  -- real coefficients give the conjugate root
  have hconj : IsEigenvalue S (conj z) := by
    rw [isEigenvalue_iff_root] at hz ⊢
    rw [Polynomial.aeval_conj, hz, map_zero]
  exact ⟨(key z hz).1, (key z hz).2, hconj, (key _ hconj).2⟩
```

The first argument is `key`, applied to \(z\) and to \(\bar z\); `hconj` is the conjugation step. The four numbers may coincide, as they do for \(z=1\).

A common error is to keep the vector \(v\) and claim \(Sv=z^{-1}v\). The vector \(v\) belongs to \(1/z\) as an eigenvector of \(S^{-1}\), not in general of \(S\). Equality of the characteristic polynomials guarantees some eigenvector of \(S\) for \(1/z\), necessarily a different one when \(z^2\neq1\).

Now suppose that every eigenvalue of \(S\) has modulus at most 1. For an eigenvalue \(z\), both \(|z|\le1\) and \(|1/z|\le1\) hold, so \(|z|=1\).

```lean
/-- If no eigenvalue of a real symplectic matrix lies outside the unit circle, then every
eigenvalue lies on it. -/
theorem eigenvalues_on_unit_circle {S : Matrix (n ⊕ n) (n ⊕ n) ℝ} (h : IsSymplectic S)
    (hb : ∀ w, IsEigenvalue S w → ‖w‖ ≤ 1) {z : ℂ} (hz : IsEigenvalue S z) : ‖z‖ = 1 := by
  obtain ⟨h0, hi, -, -⟩ := symplectic_quartet h hz
  have h1 := hb _ hi
  rw [norm_inv] at h1
  have h2 : ‖z‖ * ‖z‖⁻¹ = 1 := mul_inv_cancel₀ (norm_ne_zero_iff.mpr h0)
  have h3 := mul_nonneg (norm_nonneg z) (sub_nonneg.mpr h1)
  have h4 := hb z hz
  nlinarith
```

For a symplectic integrator applied to a linear Hamiltonian problem, with \(S\) the matrix of one step, a decaying eigenvalue therefore comes with a growing one. Eigenvalues on the unit circle do not by themselves bound the powers of \(S\): the shear \(\begin{pmatrix}1&1\\0&1\end{pmatrix}\) has only the eigenvalue 1, yet its powers grow linearly.

## Quadratic Hamiltonians

Let \(A\) be real symmetric, as is the matrix of second derivatives of a smooth energy at an equilibrium. The Hamiltonian \(H=\tfrac12x^{T}Ax\) gives \(\dot x=JAx\), and an eigenvalue \(z\) of \(JA\) gives a mode proportional to \(e^{zt}\).

With \(N\) degrees of freedom, any \(2N\times2N\) matrix \(M\) satisfies

\[ p_M(-X)=\det\bigl(-(X+M)\bigr)=(-1)^{2N}\det(X+M)=p_{-M}(X). \]

For \(M=JA\), the relations \(A^{T}=A\) and \(J^{T}=-J\) give \((-JA)^{T}=-A^{T}J^{T}=AJ\). Hence

\[ p_{JA}(-X)=p_{-JA}(X)=p_{AJ}(X)=p_{JA}(X). \]

```lean
/-- For a real symmetric matrix `A`, the characteristic polynomial of `J A` is even: it is
unchanged when `X` is replaced by `-X`. -/
theorem hamiltonian_charpoly_even {A : Matrix (n ⊕ n) (n ⊕ n) ℝ} (hA : Aᵀ = A) :
    (symJ n * A).charpoly.comp (-X) = (symJ n * A).charpoly := by
  have hJ : (symJ n)ᵀ = -symJ n := by
    simp [symJ, fromBlocks_transpose, fromBlocks_neg]
  -- in even dimension, reversing `X` amounts to reversing the matrix
  have hneg : ∀ M : Matrix (n ⊕ n) (n ⊕ n) ℝ,
      M.charpoly.comp (-X) = (-M).charpoly := by
    intro M
    have hm : (compRingHom (-X : ℝ[X])).mapMatrix (charmatrix M) = -charmatrix (-M) := by
      ext1 i j
      by_cases h : i = j
      · subst h
        simp
        ring
      · simp [h]
    have hcard : Even (Fintype.card (n ⊕ n)) := ⟨Fintype.card n, Fintype.card_sum⟩
    rw [← coe_compRingHom_apply, Matrix.charpoly, RingHom.map_det, hm, det_neg,
      hcard.neg_one_pow, one_mul, Matrix.charpoly]
  -- the transpose of `-J A` is `A J`
  have ht : (-(symJ n * A))ᵀ = A * symJ n := by
    rw [transpose_neg, transpose_mul, hA, hJ, Matrix.mul_neg, neg_neg]
  rw [hneg, ← charpoly_transpose, ht, charpoly_mul_comm]
```

The expression `comp (-X)` substitutes \(-X\) for \(X\). The step `hneg` is the determinant identity, with `hcard` recording that the dimension is even, and `ht` is the transpose.

Evaluating the even polynomial at a complex number \(w\) gives \(p_{JA}(-w)=p_{JA}(w)\). An eigenvalue \(z\) thus brings \(-z\) with it. Real coefficients add \(\bar z\), and evenness then adds \(-\bar z\).

```lean
/-- For a real symmetric matrix `A` and an eigenvalue `z` of `J A`, the numbers `-z`, `conj z`
and `-conj z` are eigenvalues of `J A` as well. -/
theorem hamiltonian_quartet {A : Matrix (n ⊕ n) (n ⊕ n) ℝ} (hA : Aᵀ = A)
    {z : ℂ} (hz : IsEigenvalue (symJ n * A) z) :
    IsEigenvalue (symJ n * A) (-z) ∧ IsEigenvalue (symJ n * A) (conj z) ∧
      IsEigenvalue (symJ n * A) (-conj z) := by
  have key : ∀ w : ℂ, aeval (-w) (symJ n * A).charpoly = aeval w (symJ n * A).charpoly := by
    intro w
    have h := congrArg (aeval w) (hamiltonian_charpoly_even hA)
    rwa [aeval_comp, map_neg, aeval_X] at h
  simp only [isEigenvalue_iff_root] at hz ⊢
  have hc : aeval (conj z) (symJ n * A).charpoly = 0 := by
    rw [Polynomial.aeval_conj, hz, map_zero]
  exact ⟨(key z).trans hz, hc, (key _).trans hc⟩

end SymplecticSpectrum
```

Here `key` is the evaluated identity and `hc` the conjugate root. Unlike for \(S\), the value \(z=0\) is allowed; it occurs for a free particle.

```lean
#print axioms SymplecticSpectrum.eigenvalues_on_unit_circle
#print axioms SymplecticSpectrum.hamiltonian_quartet
```

```
'SymplecticSpectrum.eigenvalues_on_unit_circle' depends on axioms: [propext, Classical.choice, Quot.sound]
'SymplecticSpectrum.hamiltonian_quartet' depends on axioms: [propext, Classical.choice, Quot.sound]
```
